# Too many grid points make the hypercontraction metric singular

A least-squares tensor hypercontraction of the electron repulsion integrals (pq|rt) leads to equations that can be solved by inverting a matrix S, provided that S has an inverse. The integrals are approximated by

(pq|rt) ≈ ∑_PQ X_pP X_qP Z_PQ X_rQ X_tQ,

where X_pP is the value of orbital p at grid point P and Z is the core to be fitted. Minimising the squared error gives the equations

S Z S = B,  S_PQ = ((XᵀX)_PQ)²,  B_PQ = ∑_pqrt X_pP X_qP (pq|rt) X_rQ X_tQ.

Writing Z = S⁻¹ B S⁻¹ requires S to be nonsingular. The problems below find how large a grid can be before this must fail, for a finite set of real orbitals with the same X for every orbital index.

## Orbitals, grid points and the metric

Let there be N orbitals and m grid points. In Lean they are the elements of two arbitrary finite types, `ι` and `γ`, and the collocation matrix is `X : Matrix ι γ ℝ`. Nothing else is assumed about X: the orbitals need not be orthonormal, and the grid need not integrate anything accurately. Any quadrature weights are taken to be absorbed into X.

```lean
import Mathlib

open Matrix

namespace HypercontractionGridMetric

noncomputable section

variable {ι γ : Type*} [Fintype ι] [Fintype γ]
```

The metric S is `gridMetric X`, with the square taken entry by entry.

```lean
/-- The hypercontraction grid metric `S_PQ = ((Xᵀ X)_PQ)²` of a collocation matrix `X`,
whose entry `X p P` is the value of orbital `p` at grid point `P`. -/
def gridMetric (X : Matrix ι γ ℝ) : Matrix γ γ ℝ :=
  Matrix.of fun P Q => ((Xᵀ * X) P Q) ^ 2
```

The orbital products at the grid points form a matrix A with one row for each ordered pair (p,q):

A_(pq),P = X_pP X_qP.

In Lean it is `pairProducts X`.

```lean
/-- The products `X_pP X_qP` of two orbitals at each grid point. -/
def pairProducts (X : Matrix ι γ ℝ) : Matrix (ι × ι) γ ℝ :=
  Matrix.of fun pq P => X pq.1 P * X pq.2 P
```

The hypercontracted tensor with core Z is written T(Z), with entries

T(Z)_pqrt = ∑_PQ X_pP X_qP Z_PQ X_rQ X_tQ.

```lean
/-- The four-index tensor `∑_PQ X_pP X_qP Z_PQ X_rQ X_tQ` in hypercontracted form
with core `Z`. -/
def thcTensor (X : Matrix ι γ ℝ) (Z : Matrix γ γ ℝ) (p q r t : ι) : ℝ :=
  ∑ P, ∑ Q, X p P * X q P * Z P Q * (X r Q * X t Q)
```

The last part uses a model grid whose points s are the unordered pairs of orbitals, pairs {p,p} included. Orbital p has the value 1 at s if it belongs to s, and 0 otherwise. The type of unordered pairs is `Sym2 ι`.

```lean
/-- A model grid with one point for each unordered pair of orbitals, a pair of equal orbitals
included: the orbitals in the pair have value one there and all others vanish. -/
def pairGrid (ι : Type*) [DecidableEq ι] : Matrix ι (Sym2 ι) ℝ :=
  Matrix.of fun p s => if p ∈ s then 1 else 0
```

## (a) The metric as a Gram matrix

Show that

S = AᵀA.

The entry (XᵀX)_PQ is ∑_p X_pP X_pQ. Its square is a double sum, which can be regrouped by grid point:

S_PQ = ∑_p ∑_q X_pP X_pQ X_qP X_qQ
= ∑_pq (X_pP X_qP)(X_pQ X_qQ)
= (AᵀA)_PQ.

In the Lean proof `Finset.sum_mul_sum` expands the product of the two sums, and `ring` regroups the factors in each term.

```lean
omit [Fintype γ] in
/-- The grid metric is the Gram matrix of the orbital pair products on the grid. -/
theorem gridMetric_eq_gram (X : Matrix ι γ ℝ) :
    gridMetric X = (pairProducts X)ᵀ * pairProducts X := by
  ext P Q
  simp only [gridMetric, pairProducts, Matrix.of_apply, Matrix.mul_apply,
    Matrix.transpose_apply, Fintype.sum_prod_type, sq, Finset.sum_mul_sum]
  exact Finset.sum_congr rfl fun p _ => Finset.sum_congr rfl fun q _ => by ring
```

## (b) Null vectors of the metric

Let v assign a real weight v_P to each grid point. Show that

S v = 0 ⇔ ∑_P X_pP X_qP v_P = 0 for all p, q.

The right-hand side says A v = 0. If it holds, then S v = Aᵀ(A v) = 0. Conversely, if S v = 0, then

0 = vᵀ S v = (A v)ᵀ(A v) = ∑_pq (∑_P X_pP X_qP v_P)²,

and a sum of real squares vanishes only if every term does.

Mathlib has this equivalence for the conjugate transpose, which for real matrices is the transpose. The rest of the proof translates between the pair index `pq` and two separate indices.

```lean
/-- Grid weights `v` are a null vector of the metric exactly when the weighted grid sum of
every orbital pair product vanishes. -/
theorem gridMetric_mulVec_eq_zero_iff (X : Matrix ι γ ℝ) (v : γ → ℝ) :
    gridMetric X *ᵥ v = 0 ↔ ∀ p q, ∑ P, X p P * X q P * v P = 0 := by
  have h := Matrix.conjTranspose_mul_self_mulVec_eq_zero (pairProducts X) v
  rw [Matrix.conjTranspose_eq_transpose_of_trivial, ← gridMetric_eq_gram] at h
  rw [h]
  constructor
  · intro h0 p q
    exact congrFun h0 (p, q)
  · intro h0
    funext pq
    exact h0 pq.1 pq.2
```

## (c) Counting orbital pairs

Show that the number of unordered pairs of orbitals, equal ones included, is

N(N+1)/2.

There are N pairs {p,p} and N(N−1)/2 pairs of different orbitals, and

N + N(N−1)/2 = N(N+1)/2.

Lean obtains the same number from `Sym2.card` as a binomial coefficient, N+1 choose 2. The division in the statement is between natural numbers and leaves no remainder, because N(N+1) is even.

```lean
/-- There are `N(N+1)/2` unordered pairs of `N` orbitals, a pair of equal orbitals included. -/
theorem card_orbital_pairs [DecidableEq ι] :
    Fintype.card (Sym2 ι) = Fintype.card ι * (Fintype.card ι + 1) / 2 := by
  rw [Sym2.card, Nat.choose_two_right, Nat.add_sub_cancel, mul_comm]
```

## (d) A rank bound independent of the grid

Show that, for every m,

rank S ≤ N(N+1)/2.

The matrix A has N² rows, but rows (p,q) and (q,p) are equal. Keep one row for each unordered pair:

Y_s,P = X_pP X_qP for s = {p,q}.

Let D copy these rows back to the ordered pairs, with D_(pq),s = 1 if s = {p,q} and 0 otherwise. Then

A = D Y,
S = AᵀA = (AᵀD) Y.

The rank of a product is at most the rank of its right factor, and the rank of Y is at most its number of rows, which is N(N+1)/2 by (c).

The proof builds the same `D` and `Y`. Because Y is defined on unordered pairs, `Sym2.lift` asks for a proof that exchanging p and q changes nothing; `mul_comm` supplies it. The steps `hZ` and `hS` are the two factorisations.

```lean
/-- The rank of the grid metric is at most the number `N(N+1)/2` of unordered orbital pairs,
whatever the number of grid points. -/
theorem rank_gridMetric_le (X : Matrix ι γ ℝ) :
    (gridMetric X).rank ≤ Fintype.card ι * (Fintype.card ι + 1) / 2 := by
  classical
  -- the pair products depend on the unordered pair only
  let Y : Matrix (Sym2 ι) γ ℝ := Matrix.of fun s P =>
    Sym2.lift ⟨fun p q => X p P * X q P, fun _ _ => mul_comm _ _⟩ s
  let D : Matrix (ι × ι) (Sym2 ι) ℝ := Matrix.of fun pq s =>
    if s = s(pq.1, pq.2) then 1 else 0
  have hZ : pairProducts X = D * Y := by
    ext pq P
    simp [D, Y, Matrix.mul_apply, pairProducts]
  have hS : gridMetric X = (pairProducts X)ᵀ * D * Y := by
    rw [gridMetric_eq_gram, Matrix.mul_assoc, ← hZ]
  rw [hS, ← card_orbital_pairs]
  exact (Matrix.rank_mul_le_right _ _).trans (Matrix.rank_le_card_height Y)
```

## (e) Positivity and the singular threshold

Show that S is positive semidefinite and that

det S = 0 whenever m > N(N+1)/2.

By (a), S is symmetric, and for every real v

vᵀ S v = (A v)ᵀ(A v) ≥ 0.

If det S were nonzero, S would be invertible and have rank m. Part (d) would then give m ≤ N(N+1)/2, against the assumption.

The theorem collects three statements: positivity, the rank bound and the implication for the determinant. In Lean, `PosSemidef` includes the symmetry of the matrix. The last statement is proved by contradiction, with `hr` giving the full rank and `hle` the bound from (d).

The implication runs one way. A smaller grid can also have a singular metric, for instance when two grid points carry identical columns of X. Nor does the theorem bound the condition number of a nonsingular S, the ratio of its largest to its smallest eigenvalue, which measures how sensitive a solution of linear equations with S can be to errors.

```lean
/-- For `N` orbitals the grid metric is positive semidefinite with rank at most `N(N+1)/2`,
and it is singular whenever the number of grid points exceeds `N(N+1)/2`. -/
theorem gridMetric_posSemidef_rank_singular [DecidableEq γ] (X : Matrix ι γ ℝ) :
    (gridMetric X).PosSemidef ∧
    (gridMetric X).rank ≤ Fintype.card ι * (Fintype.card ι + 1) / 2 ∧
    (Fintype.card ι * (Fintype.card ι + 1) / 2 < Fintype.card γ →
      (gridMetric X).det = 0) := by
  refine ⟨?_, rank_gridMetric_le X, ?_⟩
  · have h := Matrix.posSemidef_conjTranspose_mul_self (pairProducts X)
    rwa [Matrix.conjTranspose_eq_transpose_of_trivial, ← gridMetric_eq_gram] at h
  · intro hcard
    by_contra hdet
    -- a nonsingular metric would have full rank
    have hr := Matrix.rank_of_isUnit (gridMetric X)
      ((Matrix.isUnit_iff_isUnit_det _).2 (isUnit_iff_ne_zero.2 hdet))
    have hle := rank_gridMetric_le X
    rw [hr] at hle
    exact absurd hle (not_le_of_gt hcard)
```

## (f) Different cores for the same tensor

Let m > N(N+1)/2 and let Z be a symmetric core. Find a symmetric core Z′ ≠ Z with

T(Z′) = T(Z).

By (e) there is a vector v ≠ 0 with S v = 0. Take

Z′ = Z + v vᵀ.

This is symmetric. It differs from Z because some v_P is nonzero, and the diagonal entry at that P has grown by v_P² > 0. The tensor changes by

T(Z′)_pqrt − T(Z)_pqrt = (∑_P X_pP X_qP v_P)(∑_Q X_rQ X_tQ v_Q),

and both factors vanish by (b).

For an electronic-structure calculation with real orbitals on such an oversized grid, this means that the approximate integrals do not determine the core: a fitting procedure needs a further rule to select one, such as the pseudoinverse of S.

In Lean, v vᵀ is `Matrix.vecMulVec v v`. The three bullets of the proof check symmetry, difference and equality of the tensors, and `hprod` is the factorisation of the double sum.

```lean
/-- With more than `N(N+1)/2` grid points for `N` orbitals, every symmetric core `Z` has a
different symmetric core `Z'` that gives the same hypercontracted tensor. -/
theorem thc_core_not_unique (X : Matrix ι γ ℝ)
    (hcard : Fintype.card ι * (Fintype.card ι + 1) / 2 < Fintype.card γ)
    (Z : Matrix γ γ ℝ) (hZ : Z.IsSymm) :
    ∃ Z' : Matrix γ γ ℝ, Z'.IsSymm ∧ Z' ≠ Z ∧
      ∀ p q r t, thcTensor X Z' p q r t = thcTensor X Z p q r t := by
  classical
  obtain ⟨v, hv0, hv⟩ := Matrix.exists_mulVec_eq_zero_iff.2
    ((gridMetric_posSemidef_rank_singular X).2.2 hcard)
  rw [gridMetric_mulVec_eq_zero_iff] at hv
  -- shift the core by the null vector times its transpose
  refine ⟨Z + Matrix.vecMulVec v v, ?_, ?_, ?_⟩
  · refine Matrix.IsSymm.ext fun i j => ?_
    rw [Matrix.add_apply, Matrix.add_apply, Matrix.vecMulVec_apply,
      Matrix.vecMulVec_apply, hZ.apply i j, mul_comm (v j)]
  · intro h
    apply hv0
    funext P
    have hP := congrFun (congrFun h P) P
    rw [Matrix.add_apply, Matrix.vecMulVec_apply] at hP
    exact mul_self_eq_zero.1 (by linarith)
  · intro p q r t
    have hprod : ∑ P, ∑ Q, X p P * X q P * (v P * v Q) * (X r Q * X t Q)
        = (∑ P, X p P * X q P * v P) * ∑ Q, X r Q * X t Q * v Q := by
      rw [Finset.sum_mul_sum]
      exact Finset.sum_congr rfl fun P _ => Finset.sum_congr rfl fun Q _ => by ring
    simp only [thcTensor, Matrix.add_apply, Matrix.vecMulVec_apply, mul_add, add_mul,
      Finset.sum_add_distrib]
    rw [hprod, hv p q, zero_mul, add_zero]
```

## (g) A nonsingular metric at the threshold

For the model grid of unordered pairs, show that

m = N(N+1)/2 and det S ≠ 0.

The number of points is the count in (c). For the determinant, suppose S v = 0 and use (b) with the values 0 and 1 of the model orbitals.

For p ≠ q, the product X_ps X_qs is nonzero only at a point s that contains both orbitals, and {p,q} is the only one. Hence

v_{p,q} = 0.

For q = p, the sum runs over all points that contain p:

0 = v_{p,p} + ∑_(q≠p) v_{p,q} = v_{p,p}.

So v = 0, S has no nonzero null vector, and its determinant is nonzero. The threshold in (e) therefore cannot be lowered for any N. The model grid is a combinatorial construction and does not represent points in space for a particular molecule.

The Lean proof starts from `hdet`, the assumption that the determinant is zero, and extracts a nonzero null vector. The steps `hoff` and `hdiag` are the two cases above; in each, `Finset.sum_eq_single` reduces the grid sum to its one surviving term. Together they force v to vanish, which contradicts `hv0`.

```lean
/-- For `N` orbitals the model pair grid has exactly `N(N+1)/2` points and its grid metric is
nonsingular. -/
theorem pairGrid_metric_nonsingular [DecidableEq ι] :
    Fintype.card (Sym2 ι) = Fintype.card ι * (Fintype.card ι + 1) / 2 ∧
    (gridMetric (pairGrid ι)).det ≠ 0 := by
  refine ⟨card_orbital_pairs, fun hdet => ?_⟩
  obtain ⟨v, hv0, hv⟩ := Matrix.exists_mulVec_eq_zero_iff.2 hdet
  rw [gridMetric_mulVec_eq_zero_iff] at hv
  -- two different orbitals overlap at one grid point only
  have hoff : ∀ p q : ι, p ≠ q → v s(p, q) = 0 := by
    intro p q hpq
    have h := hv p q
    rw [Finset.sum_eq_single s(p, q)] at h
    · simpa [pairGrid] using h
    · intro s _ hs
      by_cases hp : p ∈ s
      · have hq : q ∉ s := fun hq => hs ((Sym2.mem_and_mem_iff hpq).1 ⟨hp, hq⟩)
        simp [pairGrid, hq]
      · simp [pairGrid, hp]
    · exact fun h' => absurd (Finset.mem_univ _) h'
  -- the squared orbitals then fix the remaining weights
  have hdiag : ∀ p : ι, v s(p, p) = 0 := by
    intro p
    have h := hv p p
    rw [Finset.sum_eq_single s(p, p)] at h
    · simpa [pairGrid] using h
    · intro s _ hs
      induction s using Sym2.ind with
      | _ a b =>
        by_cases hab : a = b
        · subst hab
          have hpa : p ≠ a := fun h' => hs (by rw [h'])
          simp [pairGrid, hpa]
        · rw [hoff a b hab, mul_zero]
    · exact fun h' => absurd (Finset.mem_univ _) h'
  apply hv0
  funext s
  induction s using Sym2.ind with
  | _ a b =>
    by_cases hab : a = b
    · subst hab
      exact hdiag a
    · exact hoff a b hab

end

end HypercontractionGridMetric
```

```lean
#print axioms HypercontractionGridMetric.gridMetric_posSemidef_rank_singular
#print axioms HypercontractionGridMetric.thc_core_not_unique
#print axioms HypercontractionGridMetric.pairGrid_metric_nonsingular
```

```
'HypercontractionGridMetric.gridMetric_posSemidef_rank_singular' depends on axioms: [propext, Classical.choice, Quot.sound]
'HypercontractionGridMetric.thc_core_not_unique' depends on axioms: [propext, Classical.choice, Quot.sound]
'HypercontractionGridMetric.pairGrid_metric_nonsingular' depends on axioms: [propext, Classical.choice, Quot.sound]
```
